# The hydrogen-like Dirac 1s density and its gradient ratio diverge at a point nucleus

Take one electron with potential energy $-Z/r$ near a point nucleus, in atomic units, where $c$ is the speed of light, $0<Z<c$ and $\gamma=\sqrt{1-Z^2/c^2}$. The functions

$$P=r^{\gamma}e^{-Zr},\qquad Q=-\frac{c(1-\gamma)}{Z}\,P$$

solve the radial Dirac equations for $\kappa=-1$ with total energy $c^2\gamma$, rest energy included. Their density $n=(P^2+Q^2)/r^2$ behaves as follows when $r\to0^+$:

$$n\to\infty,\qquad \frac{r\,n'}{n}\to 2\gamma-2,\qquad \frac{|n'|}{n^{4/3}}\to\infty .$$

The last quantity is, up to a constant, the reduced gradient that gradient-corrected exchange functionals take as input. Evaluated on this density, such a functional therefore receives an unbounded argument near the nucleus. For the nonrelativistic 1s density the argument has a finite limit there.

## From the radial equations to the power law

It costs nothing to treat $\kappa=-k$ with $k>0$ and $Z<ck$. The physical values $k=1,2,3,\dots$ give the nodeless states $1s_{1/2}$, $2p_{3/2}$, $3d_{5/2}$ and so on. Let

$$\gamma=\sqrt{k^2-Z^2/c^2},\qquad \lambda=\frac{c(k-\gamma)}{Z},\qquad P=r^\gamma e^{-Zr/k},\qquad Q=-\lambda P .$$

The radial equations with total energy $W$ are

$$P'=-\frac{\kappa}{r}P+\frac{W+Z/r+c^2}{c}\,Q,\qquad Q'=\frac{\kappa}{r}Q-\frac{W+Z/r-c^2}{c}\,P .$$

Since $P'=(\gamma/r-Z/k)P$, inserting $\kappa=-k$ and $W=c^2\gamma/k$ and dividing by $P$ leaves

$$\frac{\gamma}{r}-\frac Zk=\frac kr-\lambda\left(\frac{c\gamma}{k}+\frac{Z}{cr}+c\right),\qquad
-\lambda\left(\frac{\gamma}{r}-\frac Zk\right)=\frac{k\lambda}{r}-\left(\frac{c\gamma}{k}+\frac{Z}{cr}-c\right).$$

In the first equation the $1/r$ terms require $\lambda Z=c(k-\gamma)$, and the constant terms require $\lambda c(k+\gamma)=Z$. In the second equation the same two conditions appear with their roles exchanged. The first condition is the definition of $\lambda$. The second follows from it, because $c^2(k^2-\gamma^2)=Z^2$.

The density is then a power times an exponential:

$$n=A\,r^{s}e^{-br},\qquad A=1+\lambda^2,\quad s=2\gamma-2,\quad b=\frac{2Z}{k}.$$

Normalising to one electron, with $\int_0^\infty 4\pi r^2n\,dr=1$, replaces $A$ by $(2Z/k)^{2\gamma+1}/\bigl(4\pi\,\Gamma(2\gamma+1)\bigr)$ and leaves $s$ and $b$ alone. Differentiation gives $n'=(s/r-b)n$, hence

$$\frac{r\,n'}{n}=s-br\to s,\qquad
\frac{|n'|}{n^{4/3}}=|s-br|\,A^{-1/3}e^{br/3}\,r^{-(1+s/3)} .$$

If $s\neq0$ and $s>-3$, the first three factors of the gradient ratio tend to $|s|A^{-1/3}>0$ while the power diverges, so the ratio diverges.

For $k=1$ we have $0<\gamma<1$, so $-2<s<0$, and both $n$ and the ratio diverge. For $k\ge2$ and $Z<c$ we have $\gamma^2>4-1>1$, so $s>0$: the density vanishes at the nucleus, yet the ratio still diverges.

The nonrelativistic 1s density has $s=0$ and $b=2Z$. The factor $|{-br}|$ then cancels $r^{-1}$, leaving the limit $2ZA^{-1/3}$. With the normalised one-electron value $A=Z^3/\pi$ this is $2\pi^{1/3}$ for every $Z$.

## The equations and the density in Lean

```lean
import Mathlib

open Filter Topology

namespace DiracDensityAtNucleus

noncomputable section
```

All the densities here share one profile, with prefactor `A`, exponent `s` and decay rate `b`.

```lean
/-- The radial profile `A r^s exp(-b r)`, used for `r > 0`. -/
def powerExp (A s b r : ℝ) : ℝ := A * r ^ s * Real.exp (-(b * r))
```

The radial equations form a predicate on two real functions. It demands actual derivatives at every $r>0$ and fixes the sign convention for $Q$ and the inclusion of rest energy in `W`. The separation of the three-dimensional Dirac equation is taken as given, and the predicate imposes no boundary or normalisation condition.

```lean
/-- The radial Dirac equations on `r > 0` in atomic units, for the potential `-Z/r`, angular
quantum number `κ`, total energy `W` (rest energy included) and speed of light `c ≠ 0`. -/
def SolvesRadialDirac (c Z κ W : ℝ) (P Q : ℝ → ℝ) : Prop :=
  ∀ r, 0 < r →
    HasDerivAt P (-(κ / r) * P r + (W + Z / r + c ^ 2) / c * Q r) r ∧
    HasDerivAt Q (κ / r * Q r - (W + Z / r - c ^ 2) / c * P r) r
```

The next definitions are $\gamma$, $\lambda$, $P$ and $Q$, written `gam`, `ratio`, `largeP` and `smallQ`. The parameter `k` is a real number, so the integer values of physics are special cases.

```lean
/-- The exponent `γ = sqrt(k² - Z²/c²)` for `κ = -k`, with `c ≠ 0` and `|Z| ≤ |c k|`. -/
def gam (c Z k : ℝ) : ℝ := Real.sqrt (k ^ 2 - (Z / c) ^ 2)

/-- The ratio `c (k - γ) / Z` of small to large component, up to sign, for `Z ≠ 0`, `c ≠ 0`. -/
def ratio (c Z k : ℝ) : ℝ := c * (k - gam c Z k) / Z

/-- The large component `P = r^γ exp(-Z r / k)`, for `k ≠ 0`, `c ≠ 0`. -/
def largeP (c Z k : ℝ) : ℝ → ℝ := powerExp 1 (gam c Z k) (Z / k)

/-- The small component `Q = -(c (k - γ) / Z) P`, for `Z`, `k`, `c` nonzero. -/
def smallQ (c Z k r : ℝ) : ℝ := -ratio c Z k * largeP c Z k r
```

The density is built from the two components and is unnormalised. For $k=1$ it is proportional to the true spherical density; for larger $k$ it represents the spherical average.

```lean
/-- The unnormalised electron density `n = (P² + Q²) / r²`, for `r > 0`. -/
def density (c Z k r : ℝ) : ℝ := (largeP c Z k r ^ 2 + smallQ c Z k r ^ 2) / r ^ 2
```

The gradient ratio uses Lean's derivative `deriv n r` of whatever density it is given. For a spherical density, $|n'|$ is the length of the gradient.

```lean
/-- The gradient ratio `|n'| / n^(4/3)` of gradient-corrected functionals, without its constant
prefactor, where `n > 0`. -/
def gradRatio (n : ℝ → ℝ) (r : ℝ) : ℝ := |deriv n r| / n r ^ (4 / 3 : ℝ)
```

## Checking the solution

The product rule gives the derivative of the profile.

```lean
/-- The profile `A r^s exp(-b r)` has derivative `(s/r - b)` times itself at `r > 0`. -/
theorem hasDerivAt_powerExp (A s b : ℝ) {r : ℝ} (hr : 0 < r) :
    HasDerivAt (powerExp A s b) ((s / r - b) * powerExp A s b r) r := by
  have h1 : HasDerivAt (fun x : ℝ => x ^ s) (s * r ^ (s - 1)) r :=
    Real.hasDerivAt_rpow_const (Or.inl hr.ne')
  have h2 : HasDerivAt (fun x : ℝ => -(b * x)) (-b) r :=
    ((hasDerivAt_id' r).const_mul b).fun_neg.congr_deriv (by ring)
  have h3 := (h1.const_mul A).fun_mul h2.exp
  refine HasDerivAt.congr_deriv (f := powerExp A s b) h3 ?_
  rw [Real.rpow_sub_one hr.ne']
  simp only [powerExp]
  ring
```

The theorem `nodeless_solves` states that the pair solves the equations for $\kappa=-k$ at energy $c^2\gamma/k$. Setting $k=1$ gives the case of the opening claim. In the proof, `hB` is $\lambda Z=c(k-\gamma)$ and `hA` is $\lambda c(\gamma+k)=Z$, obtained from `hB` after multiplying by $Z$. Each `linear_combination` then matches the coefficients of one radial equation: the multiples of `r⁻¹` handle the $1/r$ terms, and those of `k⁻¹` the constant terms.

```lean
/-- For `κ = -k` and `0 < Z < c k`, the pair `P`, `Q` solves the radial Dirac-Coulomb equations
with total energy `c² γ / k`. -/
theorem nodeless_solves {c Z k : ℝ} (hc : 0 < c) (hZ : 0 < Z) (hk : 0 < k) (h : Z < c * k) :
    SolvesRadialDirac c Z (-k) (c ^ 2 * gam c Z k / k) (largeP c Z k) (smallQ c Z k) := by
  have hlt : Z / c < k := by rw [div_lt_iff₀ hc]; linarith
  have hpos : 0 < Z / c := div_pos hZ hc
  have hg : gam c Z k ^ 2 = k ^ 2 - (Z / c) ^ 2 := Real.sq_sqrt (by nlinarith)
  have hzc : c ^ 2 * (Z / c) ^ 2 = Z ^ 2 := by field_simp
  -- the two algebraic relations between the components
  have hB : ratio c Z k * Z = c * (k - gam c Z k) := div_mul_cancel₀ _ hZ.ne'
  have hA : ratio c Z k * c * (gam c Z k + k) = Z := by
    apply mul_right_cancel₀ hZ.ne'
    linear_combination c * (gam c Z k + k) * hB - c ^ 2 * hg + hzc
  have hc1 : c * c⁻¹ = 1 := mul_inv_cancel₀ hc.ne'
  have hk1 : k * k⁻¹ = 1 := mul_inv_cancel₀ hk.ne'
  intro r hr
  have hP : HasDerivAt (largeP c Z k) ((gam c Z k / r - Z / k) * largeP c Z k r) r :=
    hasDerivAt_powerExp 1 _ _ hr
  constructor
  · refine hP.congr_deriv ?_
    simp only [smallQ]
    linear_combination largeP c Z k r *
      (ratio c Z k * c * (gam c Z k * k⁻¹ + 1) * hc1 + r⁻¹ * c⁻¹ * hB
        + (k - gam c Z k) * r⁻¹ * hc1 + k⁻¹ * hA - ratio c Z k * c * hk1)
  · refine HasDerivAt.congr_deriv (f := smallQ c Z k) (hP.const_mul (-ratio c Z k)) ?_
    simp only [smallQ]
    linear_combination largeP c Z k r *
      (-(r⁻¹ * c⁻¹) * hA + ratio c Z k * (gam c Z k + k) * r⁻¹ * hc1 + k⁻¹ * hB
        + c * (gam c Z k * k⁻¹ - 1) * hc1 + c * hk1)
```

Squaring the components and dividing by $r^2$ yields the power law with $s=2\gamma-2$ and $b=2Z/k$.

```lean
/-- For `r > 0` the density is a constant times `r^(2γ-2) exp(-2 Z r / k)`. -/
theorem density_eq (c Z k : ℝ) (r : ℝ) (hr : 0 < r) :
    density c Z k r =
      powerExp (1 + ratio c Z k ^ 2) (2 * gam c Z k - 2) (2 * (Z / k)) r := by
  have h1 : r ^ (2 * gam c Z k - 2) = (r ^ gam c Z k) ^ 2 / r ^ 2 := by
    rw [Real.rpow_sub hr, mul_comm 2 (gam c Z k), Real.rpow_mul hr.le]
    simp only [Real.rpow_two]
  have h2 : Real.exp (-(2 * (Z / k) * r)) = Real.exp (-(Z / k * r)) ^ 2 := by
    rw [sq, ← Real.exp_add]
    congr 1
    ring
  simp only [density, smallQ, largeP, powerExp, h1, h2]
  ring
```

## Slope and gradient ratio of a power-law density

The following results concern any function `n` that agrees with the profile for $r>0$. Agreement near a point is enough to determine the derivative there, which is what `deriv_eq` uses.

```lean
lemma deriv_eq {n : ℝ → ℝ} {A s b : ℝ} (hn : ∀ r, 0 < r → n r = powerExp A s b r)
    {r : ℝ} (hr : 0 < r) : deriv n r = (s / r - b) * powerExp A s b r := by
  refine ((hasDerivAt_powerExp A s b hr).congr_of_eventuallyEq ?_).deriv
  filter_upwards [Ioi_mem_nhds hr] with x hx using hn x hx
```

A negative power diverges at the origin from the right. The lemma obtains this from the growth of a positive power of $1/r$. The filter `𝓝[>] 0` expresses $r\to0^+$.

```lean
lemma rpow_atTop {t : ℝ} (ht : t < 0) :
    Tendsto (fun r : ℝ => r ^ t) (𝓝[>] 0) atTop := by
  refine ((tendsto_rpow_atTop (neg_pos.2 ht)).comp tendsto_inv_nhdsGT_zero).congr' ?_
  filter_upwards [self_mem_nhdsWithin] with r hr
  have hr' : 0 < r := hr
  simp only [Function.comp_apply]
  rw [Real.inv_rpow hr'.le, Real.rpow_neg hr'.le, inv_inv]
```

The logarithmic slope equals $s-br$ for $r>0$, and continuity supplies its limit.

```lean
/-- If `n = A r^s exp(-b r)` for `r > 0`, with `A > 0`, then `r n'/n` tends to `s` as `r → 0+`. -/
theorem logSlope_tendsto {n : ℝ → ℝ} {A s b : ℝ} (hA : 0 < A)
    (hn : ∀ r, 0 < r → n r = powerExp A s b r) :
    Tendsto (fun r => r * deriv n r / n r) (𝓝[>] 0) (𝓝 s) := by
  have hc : Continuous fun r : ℝ => s - b * r := by fun_prop
  refine ((hc.tendsto' 0 s (by simp)).mono_left nhdsWithin_le_nhds).congr' ?_
  filter_upwards [self_mem_nhdsWithin] with r hr
  have hr' : 0 < r := hr
  have hp : powerExp A s b r ≠ 0 := by unfold powerExp; positivity
  rw [deriv_eq hn hr', hn r hr']
  field_simp
```

The factored form of the gradient ratio comes next. Within the proof, `h1` reduces $n/n^{4/3}$ to $n^{-1/3}$, `h2` distributes that power over the three factors of $n$, and `h3` and `h4` collect the powers of $r$.

```lean
lemma gradRatio_eq {n : ℝ → ℝ} {A s b : ℝ} (hA : 0 < A)
    (hn : ∀ r, 0 < r → n r = powerExp A s b r) {r : ℝ} (hr : 0 < r) :
    gradRatio n r = |s - b * r| * A ^ (-(1 / 3) : ℝ) * Real.exp (b * r / 3)
      * r ^ (-(1 + s / 3)) := by
  have hp : 0 < powerExp A s b r := by unfold powerExp; positivity
  have h1 : powerExp A s b r / powerExp A s b r ^ (4 / 3 : ℝ)
      = powerExp A s b r ^ (-(1 / 3) : ℝ) := by
    rw [div_eq_iff (Real.rpow_pos_of_pos hp _).ne', ← Real.rpow_add hp]
    norm_num
  have h2 : powerExp A s b r ^ (-(1 / 3) : ℝ)
      = A ^ (-(1 / 3) : ℝ) * r ^ (-(s / 3)) * Real.exp (b * r / 3) := by
    have hs : 0 ≤ r ^ s := Real.rpow_nonneg hr.le s
    unfold powerExp
    rw [Real.mul_rpow (mul_nonneg hA.le hs) (Real.exp_pos _).le, Real.mul_rpow hA.le hs,
      ← Real.rpow_mul hr.le, ← Real.exp_mul, show s * (-(1 / 3)) = -(s / 3) by ring,
      show -(b * r) * (-(1 / 3)) = b * r / 3 by ring]
  have h3 : r ^ (-(1 + s / 3)) = r ^ (-(s / 3)) / r := by
    rw [show -(1 + s / 3) = -(s / 3) - 1 by ring, Real.rpow_sub_one hr.ne']
  have h4 : |s / r - b| = |s - b * r| / r := by
    rw [show s / r - b = (s - b * r) / r by field_simp, abs_div, abs_of_pos hr]
  unfold gradRatio
  rw [deriv_eq hn hr, hn r hr, abs_mul, abs_of_pos hp, mul_div_assoc, h1, h2, h3, h4]
  ring
```

Divergence follows as in the derivation: a factor with a positive limit multiplies a power that tends to infinity. The condition $s>-3$ makes the exponent $-(1+s/3)$ negative; physically, it says that the charge near the nucleus is finite.

```lean
/-- If `n = A r^s exp(-b r)` for `r > 0`, with `A > 0`, `s > -3` and `s ≠ 0`, then
`|n'| / n^(4/3)` diverges as `r → 0+`. -/
theorem gradRatio_atTop {n : ℝ → ℝ} {A s b : ℝ} (hA : 0 < A) (hs : s ≠ 0) (hs3 : -3 < s)
    (hn : ∀ r, 0 < r → n r = powerExp A s b r) :
    Tendsto (gradRatio n) (𝓝[>] 0) atTop := by
  have hc : Continuous fun r : ℝ =>
      |s - b * r| * A ^ (-(1 / 3) : ℝ) * Real.exp (b * r / 3) := by fun_prop
  have hC : 0 < |s| * A ^ (-(1 / 3) : ℝ) :=
    mul_pos (abs_pos.2 hs) (Real.rpow_pos_of_pos hA _)
  have h0 := (hc.tendsto' 0 (|s| * A ^ (-(1 / 3) : ℝ)) (by simp)).mono_left
    (nhdsWithin_le_nhds (s := Set.Ioi 0))
  refine (h0.pos_mul_atTop hC (rpow_atTop (t := -(1 + s / 3)) (by linarith))).congr' ?_
  filter_upwards [self_mem_nhdsWithin] with r hr using (gradRatio_eq hA hn hr).symm
```

## The 1s state, nodeless states with k ≥ 2 and the nonrelativistic density

For $k=1$, the hypothesis $Z<c$ keeps $\gamma$ real and positive. The proof establishes $0<\gamma<1$ and applies the two general theorems. The divergence of $n$ itself uses the same product argument, now with the power $r^{2\gamma-2}$.

```lean
/-- For `κ = -1` and `0 < Z < c`, as `r → 0+` the density `n` diverges, `r n'/n` tends to
`2γ - 2`, and `|n'| / n^(4/3)` diverges. -/
theorem dirac_density_at_nucleus {c Z : ℝ} (hZ : 0 < Z) (h : Z < c) :
    Tendsto (density c Z 1) (𝓝[>] 0) atTop ∧
    Tendsto (fun r => r * deriv (density c Z 1) r / density c Z 1 r) (𝓝[>] 0)
      (𝓝 (2 * gam c Z 1 - 2)) ∧
    Tendsto (gradRatio (density c Z 1)) (𝓝[>] 0) atTop := by
  have hx : 0 < Z / c := div_pos hZ (hZ.trans h)
  have hx1 : Z / c < 1 := (div_lt_one (hZ.trans h)).2 h
  -- the exponent lies strictly between 0 and 1
  have hg0 : 0 < gam c Z 1 := Real.sqrt_pos.2 (by nlinarith)
  have hg1 : gam c Z 1 < 1 := (Real.sqrt_lt' one_pos).2 (by nlinarith)
  have hA : 0 < 1 + ratio c Z 1 ^ 2 := by positivity
  refine ⟨?_, logSlope_tendsto hA (density_eq c Z 1),
    gradRatio_atTop hA (by linarith) (by linarith) (density_eq c Z 1)⟩
  have hc : Continuous fun r : ℝ =>
      (1 + ratio c Z 1 ^ 2) * Real.exp (-(2 * (Z / 1) * r)) := by fun_prop
  have h0 := (hc.tendsto' 0 (1 + ratio c Z 1 ^ 2) (by simp)).mono_left
    (nhdsWithin_le_nhds (s := Set.Ioi 0))
  refine (h0.pos_mul_atTop hA (rpow_atTop (t := 2 * gam c Z 1 - 2) (by linarith))).congr' ?_
  filter_upwards [self_mem_nhdsWithin] with r hr
  rw [density_eq c Z 1 r hr, powerExp]
  ring
```

The next theorem concerns the nodeless states with $k\ge2$, such as $2p_{3/2}$. It does not cover $2s_{1/2}$ and $2p_{1/2}$, which have $|\kappa|=1$ and whose densities diverge at the nucleus like that of 1s. For $k\ge2$ the proof shows $\gamma>1$. The density is then a product of continuous functions, one of which, $r^{2\gamma-2}$, vanishes at zero.

```lean
/-- For `κ = -k` with `k ≥ 2` and `0 < Z < c`, the density tends to zero as `r → 0+`, while
`|n'| / n^(4/3)` diverges. -/
theorem higher_shell_density {c Z k : ℝ} (hZ : 0 < Z) (h : Z < c) (hk : 2 ≤ k) :
    Tendsto (density c Z k) (𝓝[>] 0) (𝓝 0) ∧
    Tendsto (gradRatio (density c Z k)) (𝓝[>] 0) atTop := by
  have hx : 0 < Z / c := div_pos hZ (hZ.trans h)
  have hx1 : Z / c < 1 := (div_lt_one (hZ.trans h)).2 h
  have hg : 1 < gam c Z k := (Real.lt_sqrt zero_le_one).2 (by nlinarith)
  have hs : 0 < 2 * gam c Z k - 2 := by linarith
  refine ⟨?_, gradRatio_atTop (by positivity) hs.ne' (by linarith) (density_eq c Z k)⟩
  have hr : Continuous fun r : ℝ => r ^ (2 * gam c Z k - 2) :=
    continuous_id.rpow_const (fun _ => Or.inr hs.le)
  have he : Continuous fun r : ℝ => Real.exp (-(2 * (Z / k) * r)) := by fun_prop
  have hc := (continuous_const (y := 1 + ratio c Z k ^ 2)).mul hr |>.mul he
  refine ((hc.tendsto' 0 0 (by simp [Real.zero_rpow hs.ne'])).mono_left
    nhdsWithin_le_nhds).congr' ?_
  filter_upwards [self_mem_nhdsWithin] with r hr using (density_eq c Z k r hr).symm
```

The last theorem starts from the exponential profile itself, without deriving it from the Schrödinger equation. It inserts $s=0$ into the factored ratio, cancels $r$, and takes the limit of the remaining continuous function.

```lean
/-- For the nonrelativistic density `n = A exp(-2 Z r)` with `A, Z > 0`, the ratio
`|n'| / n^(4/3)` has the finite limit `2 Z A^(-1/3)` as `r → 0+`. -/
theorem nonrelativistic_gradRatio {A Z : ℝ} (hA : 0 < A) (hZ : 0 < Z) :
    Tendsto (gradRatio fun r => A * Real.exp (-(2 * Z * r))) (𝓝[>] 0)
      (𝓝 (2 * Z * A ^ (-(1 / 3) : ℝ))) := by
  have hc : Continuous fun r : ℝ =>
      2 * Z * A ^ (-(1 / 3) : ℝ) * Real.exp (2 * Z * r / 3) := by fun_prop
  refine ((hc.tendsto' 0 _ (by simp)).mono_left nhdsWithin_le_nhds).congr' ?_
  filter_upwards [self_mem_nhdsWithin] with r hr
  have hr' : 0 < r := hr
  have habs : |0 - 2 * Z * r| = 2 * Z * r := by
    rw [zero_sub, abs_neg, abs_of_pos (by positivity)]
  rw [gradRatio_eq (s := 0) (b := 2 * Z) hA (fun x _ => by simp [powerExp]) hr', habs,
    show -(1 + (0 : ℝ) / 3) = -1 by norm_num, Real.rpow_neg_one]
  field_simp

end

end DiracDensityAtNucleus
```

```lean
#print axioms DiracDensityAtNucleus.nodeless_solves
#print axioms DiracDensityAtNucleus.dirac_density_at_nucleus
#print axioms DiracDensityAtNucleus.higher_shell_density
#print axioms DiracDensityAtNucleus.nonrelativistic_gradRatio
```

```
'DiracDensityAtNucleus.nodeless_solves' depends on axioms: [propext, Classical.choice, Quot.sound]
'DiracDensityAtNucleus.dirac_density_at_nucleus' depends on axioms: [propext, Classical.choice, Quot.sound]
'DiracDensityAtNucleus.higher_shell_density' depends on axioms: [propext, Classical.choice, Quot.sound]
'DiracDensityAtNucleus.nonrelativistic_gradRatio' depends on axioms: [propext, Classical.choice, Quot.sound]
```

For the 1s state, the divergences belong to the point-nucleus model: a nucleus of finite size, with a bounded potential at the origin, gives a finite, nonzero 1s density there and a bounded gradient ratio near it. For a single shell with $k\ge2$, the gradient ratio diverges even then, because the density of that shell still vanishes at the origin.
